# With the new electron last, the creation matrix element of an antisymmetric state is √N times the parentage overlap

An atom has N electrons in an open shell. Take one of them away from a chosen spin orbital i and compare what remains, without normalising it, with a given state φ of the N−1 electron ion. Two quantities express this overlap. One is the matrix element ⟨ψ, a*_i φ⟩, in which a creation operator adds the electron to the ion. The other is the parentage coefficient ⟨ψ, φ ⊗ e_i⟩, in which the last electron simply sits in orbital i. They differ by a factor √N if the creation operator is defined, as here, with a plus sign for the added electron in the last slot. With the plus sign on the first slot, which is also a common convention, the factor is (−1)^(N−1) √N.

## Moving the added electron to the last slot

Let N = n+1, with n ≥ 0, and count slots from zero, k = 0, …, n. A configuration x assigns to each slot a one-particle label x_k from a finite set. The function ψ of N variables changes sign when two distinct variables are exchanged; φ is any function of n variables. Define

⟨ψ, χ⟩ = Σ_x conj(ψ(x)) χ(x)

(φ ⊗ e_i)(x) = φ(x without x_n) δ(x_n, i)

(a*_i φ)(x) = N^(−1/2) Σ_k (−1)^(n+k) δ(x_k, i) φ(x without x_k)

Write I_k(i, y) for the configuration with i in slot k and the n labels y, in order, in the other slots. Exchanging slots k and k+1 turns I_k into the configuration with i one slot further on, so each such move changes the sign of ψ. After n−k moves the label is in the last slot:

ψ(I_k(i, y)) = (−1)^(n−k) ψ(I_n(i, y)) = (−1)^(n+k) ψ(I_n(i, y))

In the k-th term of ⟨ψ, a*_i φ⟩, the delta fixes x_k = i and leaves a sum over y:

Σ_x conj(ψ(x)) δ(x_k, i) φ(x without x_k) = Σ_y conj(ψ(I_k(i, y))) φ(y)

By the previous relation this equals (−1)^(n+k) Σ_y conj(ψ(I_n(i, y))) φ(y), and the remaining sum is ⟨ψ, φ ⊗ e_i⟩. The sign in a*_i cancels the sign from antisymmetry, so all N terms are equal:

⟨ψ, a*_i φ⟩ = N^(−1/2) · N · ⟨ψ, φ ⊗ e_i⟩ = √N ⟨ψ, φ ⊗ e_i⟩

The sign depends on how slots are counted. With k counted from one it reads (−1)^(N−k). Keeping that expression while counting from zero reverses every term and gives −√N.

## Rebuilding the state from its parents

Let φ_a be a finite family of parents such that every antisymmetric χ of n variables satisfies χ = Σ_a ⟨φ_a, χ⟩ φ_a. An orthonormal basis of the antisymmetric functions has this property. Set c_ai = ⟨ψ, φ_a ⊗ e_i⟩. With the last variable held at i, ψ is still antisymmetric in the others, and its overlap with φ_a is c_ai. Hence

ψ(I_n(i, y)) = Σ_a conj(c_ai) φ_a(y)

Multiply by conj(ψ(I_n(i, y))) and sum over y and i. The sum over y on the right gives c_ai again, so

⟨ψ, ψ⟩ = Σ_i Σ_a |c_ai|²

For normalised ψ the squared moduli add up to 1.

## Two electrons in two orbitals

Take orbitals 0 and 1 and the normalised state ψ(x₀, x₁) = (x₀ − x₁)/√2, so that ψ(0,1) = −1/√2 and ψ(1,0) = 1/√2. Let the parent be φ = e_0 and add an electron in orbital 1. The product e_0 ⊗ e_1 is 1 at (0,1) and zero elsewhere, so the parentage coefficient is −1/√2. The created state is 1/√2 at (0,1) and −1/√2 at (1,0), and its overlap with ψ is −1/2 − 1/2 = −1. This is √2 · (−1/√2), as required. The parent e_1 with i = 0 has coefficient 1/√2, the other two coefficients vanish, and the squares add up to 1.

## States, overlaps and the two ways to add an electron

In Lean 4 with Mathlib:

```lean
import Mathlib

open ComplexConjugate

namespace FractionalParentage

noncomputable section

variable {ι : Type*} {n : ℕ}
```

The type `ι` holds the one-particle labels, which may include spin, and `n` is the number of electrons in the parent.

```lean
/-- A wave function of `N` discrete variables is fermionic if it changes sign when any two
distinct variables are exchanged. -/
def IsFermionic {N : ℕ} (ψ : (Fin N → ι) → ℂ) : Prop :=
  ∀ (x : Fin N → ι) (j k : Fin N), j ≠ k → ψ (x ∘ Equiv.swap j k) = -ψ x
```

A configuration is a function `Fin N → ι`, and `x ∘ Equiv.swap j k` is the same configuration with two variables exchanged. For N = 1 there is nothing to exchange, and every function qualifies.

```lean
/-- The overlap `⟨ψ, χ⟩`, summed over all configurations. -/
def overlap [Fintype ι] {N : ℕ} (ψ χ : (Fin N → ι) → ℂ) : ℂ :=
  ∑ x, conj (ψ x) * χ x
```

The overlap is conjugate-linear in its first argument and runs over all ordered configurations, not only over increasing ones. No state is assumed to be normalised.

```lean
/-- The configuration of `n + 1` particles with label `i` in slot `k` and the labels `y`, in
order, in the other slots. -/
def insertAt (k : Fin (n + 1)) (i : ι) (y : Fin n → ι) : Fin (n + 1) → ι :=
  Fin.insertNth (α := fun _ => ι) k i y
```

This is I_k(i, y).

```lean
/-- The creation operator `a*_i` from `n` to `N = n + 1` particles: each variable in turn takes
the orbital `i`, with alternating sign, `+` for the last variable, and prefactor `1/√N`. -/
def create [DecidableEq ι] (i : ι) (φ : (Fin n → ι) → ℂ) (x : Fin (n + 1) → ι) : ℂ :=
  ((√((n : ℝ) + 1) : ℝ) : ℂ)⁻¹ *
    ∑ k : Fin (n + 1), (-1) ^ (n + (k : ℕ)) * (if x k = i then φ (k.removeNth x) else 0)
```

Here `k.removeNth x` is x without x_k, and the `if` is the delta. The formula accepts any function φ. A state of the ion is antisymmetric, and then a*_i φ is antisymmetric too.

```lean
/-- The product `φ ⊗ e_i`: the last particle is in orbital `i`, the others are in the
state `φ`. -/
def attach [DecidableEq ι] (φ : (Fin n → ι) → ℂ) (i : ι) (x : Fin (n + 1) → ι) : ℂ :=
  φ ((Fin.last n).removeNth x) * (if x (Fin.last n) = i then 1 else 0)
```

The product state is not antisymmetrised.

```lean
/-- A family of parent states `φ_a` is complete if every fermionic function `χ` is the sum of the
terms `⟨φ_a, χ⟩ φ_a`. -/
def CompleteParents [Fintype ι] {α : Type*} [Fintype α] (φ : α → (Fin n → ι) → ℂ) : Prop :=
  ∀ χ : (Fin n → ι) → ℂ, IsFermionic χ → ∀ y, χ y = ∑ a, conj (overlap χ (φ a)) * φ a y
```

Since `conj (overlap χ (φ a))` is ⟨φ_a, χ⟩, this is the expansion property used above. An orthonormal basis of the antisymmetric functions has it, but a family that merely spans them need not. It is a hypothesis of the expansion and the sum rule only.

## Signs and sums over one slot

```lean
/-- Slot `k` holds the inserted label, and removing that slot gives back the other labels. -/
theorem insertAt_spec (k : Fin (n + 1)) (i : ι) (y : Fin n → ι) :
    insertAt k i y k = i ∧ k.removeNth (insertAt k i y) = y :=
  ⟨Fin.insertNth_apply_same (α := fun _ => ι) k i y,
    funext fun m => Fin.insertNth_apply_succAbove (α := fun _ => ι) k i y m⟩
```

Inserting a label and then removing its slot changes nothing.

```lean
/-- Moving the inserted label by one slot is the exchange of two neighbouring variables. -/
theorem insertAt_castSucc (j : Fin n) (i : ι) (y : Fin n → ι) :
    insertAt j.castSucc i y = insertAt j.succ i y ∘ Equiv.swap j.castSucc j.succ := by
  have hs : ∀ m : Fin n, Equiv.swap j.castSucc j.succ (j.castSucc.succAbove m)
      = j.succ.succAbove m := by
    intro m
    rcases lt_trichotomy m j with h | h | h
    · have h' : m.val < j.val := h
      rw [Fin.succAbove_of_castSucc_lt _ _ (show m.val < j.val from h'),
        Fin.succAbove_of_castSucc_lt _ _ (show m.val < j.val + 1 by omega)]
      refine Equiv.swap_apply_of_ne_of_ne (fun e => ?_) (fun e => ?_)
      · have h2 : m.val = j.val := (congrArg Fin.val e :)
        omega
      · have h2 : m.val = j.val + 1 := (congrArg Fin.val e :)
        omega
    · subst h
      rw [Fin.succAbove_of_le_castSucc _ _ le_rfl,
        Fin.succAbove_of_castSucc_lt _ _ (show m.val < m.val + 1 by omega),
        Equiv.swap_apply_right]
    · have h' : j.val < m.val := h
      rw [Fin.succAbove_of_le_castSucc _ _ (show j.val ≤ m.val by omega),
        Fin.succAbove_of_le_castSucc _ _ (show j.val + 1 ≤ m.val by omega)]
      refine Equiv.swap_apply_of_ne_of_ne (fun e => ?_) (fun e => ?_)
      · have h2 : m.val + 1 = j.val := (congrArg Fin.val e :)
        omega
      · have h2 : m.val + 1 = j.val + 1 := (congrArg Fin.val e :)
        omega
  funext p
  rcases Fin.eq_self_or_eq_succAbove j.castSucc p with rfl | ⟨m, rfl⟩
  · rw [Function.comp_apply, Equiv.swap_apply_left, (insertAt_spec _ _ _).1,
      (insertAt_spec _ _ _).1]
  · simp only [insertAt, Function.comp_apply, hs, Fin.insertNth_apply_succAbove]
```

This is the single move between neighbouring slots. The auxiliary statement `hs` follows the other labels through the exchange, with separate cases for m < j, m = j and m > j, where m is the index of a label in `y`. The end of the proof compares the two configurations slot by slot.

```lean
/-- For a fermionic function, moving a label from slot `k` (counted from zero) to the last slot
costs the sign `(-1)^(n+k)`. -/
theorem IsFermionic.insertAt_eq {ψ : (Fin (n + 1) → ι) → ℂ} (hψ : IsFermionic ψ) (i : ι)
    (y : Fin n → ι) (k : Fin (n + 1)) :
    ψ (insertAt k i y) = (-1) ^ (n + (k : ℕ)) * ψ (insertAt (Fin.last n) i y) := by
  induction k using Fin.reverseInduction with
  | last => rw [Fin.val_last, Even.neg_one_pow ⟨n, rfl⟩, one_mul]
  | cast j ih =>
    have hne : j.castSucc ≠ j.succ := fun e => by
      have h2 : j.val = j.val + 1 := (congrArg Fin.val e :)
      omega
    have hv : (j.castSucc : ℕ) = (j : ℕ) := rfl
    rw [insertAt_castSucc, hψ _ _ _ hne, ih, Fin.val_succ, hv]
    ring
```

The induction starts at the last slot, where the sign is (−1)^(2n) = 1, and works downwards. Each step uses one exchange, and `ring` combines the signs.

```lean
/-- A sum over all configurations is a sum over the label in slot `k` and over the rest. -/
theorem sum_insertAt [Fintype ι] (k : Fin (n + 1)) (F : (Fin (n + 1) → ι) → ℂ) :
    ∑ x, F x = ∑ i, ∑ y, F (insertAt k i y) := by
  rw [← (Fin.insertNthEquiv (fun _ => ι) k).sum_comp, Fintype.sum_prod_type]
  rfl
```

Choosing a configuration is the same as choosing the label in slot k and then the rest.

```lean
variable [Fintype ι] [DecidableEq ι]

/-- Fixing the variable in slot `k` to the orbital `i` leaves a sum over the other variables. -/
theorem sum_slot (k : Fin (n + 1)) (ψ : (Fin (n + 1) → ι) → ℂ) (φ : (Fin n → ι) → ℂ) (i : ι) :
    ∑ x, conj (ψ x) * (if x k = i then φ (k.removeNth x) else 0)
      = ∑ y, conj (ψ (insertAt k i y)) * φ y := by
  rw [sum_insertAt k, Finset.sum_eq_single i]
  · simp only [insertAt_spec, ↓reduceIte]
  · intro a _ ha
    simp [insertAt_spec, ha]
  · simp
```

From here on `ι` is finite. `Finset.sum_eq_single` keeps the one label that the delta allows.

```lean
/-- The overlap of `ψ` with `φ ⊗ e_i` is the overlap of `ψ` at last variable `i` with `φ`. -/
theorem overlap_attach (ψ : (Fin (n + 1) → ι) → ℂ) (φ : (Fin n → ι) → ℂ) (i : ι) :
    overlap ψ (attach φ i) = ∑ y, conj (ψ (insertAt (Fin.last n) i y)) * φ y := by
  rw [← sum_slot]
  simp only [overlap, attach, mul_ite, mul_one, mul_zero]
```

With k the last slot, the same sum is the parentage coefficient.

## The factor √N

```lean
/-- For fermionic `ψ` of `N = n + 1` variables and any `φ` of `n` variables, the matrix element
`⟨ψ, a*_i φ⟩` is `√N` times the parentage coefficient `⟨ψ, φ ⊗ e_i⟩`. -/
theorem overlap_create {ψ : (Fin (n + 1) → ι) → ℂ} (hψ : IsFermionic ψ)
    (φ : (Fin n → ι) → ℂ) (i : ι) :
    overlap ψ (create i φ) = ((√((n : ℝ) + 1) : ℝ) : ℂ) * overlap ψ (attach φ i) := by
  -- the sign in `a*_i` cancels the sign from antisymmetry, so all slots contribute equally
  have key : ∀ k : Fin (n + 1), (-1 : ℂ) ^ (n + (k : ℕ)) *
      ∑ x, conj (ψ x) * (if x k = i then φ (k.removeNth x) else 0)
        = overlap ψ (attach φ i) := by
    intro k
    rw [sum_slot, overlap_attach, Finset.mul_sum]
    refine Finset.sum_congr rfl fun y _ => ?_
    have s : (-1 : ℂ) ^ (n + (k : ℕ)) * (-1) ^ (n + (k : ℕ)) = 1 := by
      rw [← mul_pow]
      norm_num
    rw [hψ.insertAt_eq i y k, map_mul, map_pow, map_neg, map_one]
    linear_combination (conj (ψ (insertAt (Fin.last n) i y)) * φ y) * s
  have hr : ((√((n : ℝ) + 1) : ℝ) : ℂ) * ((√((n : ℝ) + 1) : ℝ) : ℂ) = (n : ℂ) + 1 := by
    rw [← Complex.ofReal_mul, Real.mul_self_sqrt (by positivity)]
    simp
  have hr0 : ((√((n : ℝ) + 1) : ℝ) : ℂ) ≠ 0 :=
    Complex.ofReal_ne_zero.mpr (Real.sqrt_pos.mpr (by positivity)).ne'
  calc overlap ψ (create i φ)
      = ((√((n : ℝ) + 1) : ℝ) : ℂ)⁻¹ * ∑ k : Fin (n + 1), (-1 : ℂ) ^ (n + (k : ℕ)) *
          ∑ x, conj (ψ x) * (if x k = i then φ (k.removeNth x) else 0) := by
        simp only [overlap, create, Finset.mul_sum]
        rw [Finset.sum_comm]
        exact Finset.sum_congr rfl fun k _ => Finset.sum_congr rfl fun x _ => by ring
    _ = ((√((n : ℝ) + 1) : ℝ) : ℂ)⁻¹ * (((n : ℂ) + 1) * overlap ψ (attach φ i)) := by
        rw [Finset.sum_congr rfl (fun k _ => key k), Finset.sum_const, Finset.card_univ,
          Fintype.card_fin, nsmul_eq_mul, Nat.cast_add_one]
    _ = _ := by rw [← hr, mul_assoc, inv_mul_cancel_left₀ hr0]
```

The theorem reads: for antisymmetric ψ of n+1 variables, any φ of n variables and any orbital i, ⟨ψ, a*_i φ⟩ = √(n+1) ⟨ψ, φ ⊗ e_i⟩. The statement `key` says that every slot contributes the same amount; inside it, `s` is the cancellation of the two signs. The final calculation exchanges the sums over x and k, counts n+1 equal terms, and uses `hr` to turn N/√N into √N.

In electronic structure, the numbers ⟨ψ, a*_i φ⟩ are, up to complex conjugation, the components of the Dyson orbital for ionisation from ψ to φ, here in a finite set of orthonormal spin orbitals.

## Expansion and sum rule

```lean
variable {α : Type*} [Fintype α]

/-- Fractional parentage expansion: a fermionic `ψ` with last variable `i` is the sum of a
complete family of parents, weighted by the conjugate parentage coefficients. -/
theorem parentage_expansion {ψ : (Fin (n + 1) → ι) → ℂ} (hψ : IsFermionic ψ)
    {φ : α → (Fin n → ι) → ℂ} (hφ : CompleteParents φ) (i : ι) (y : Fin n → ι) :
    ψ (insertAt (Fin.last n) i y) = ∑ a, conj (overlap ψ (attach (φ a) i)) * φ a y := by
  -- with the last variable held fixed, `ψ` is still antisymmetric in the others
  have hres : IsFermionic (fun y => ψ (insertAt (Fin.last n) i y)) := by
    intro y j k hjk
    have e : insertAt (Fin.last n) i (y ∘ Equiv.swap j k) = insertAt (Fin.last n) i y ∘
        Equiv.swap ((Fin.last n).succAbove j) ((Fin.last n).succAbove k) := by
      funext p
      rcases Fin.eq_self_or_eq_succAbove (Fin.last n) p with rfl | ⟨m, rfl⟩
      · rw [Function.comp_apply, Equiv.swap_apply_of_ne_of_ne (Fin.succAbove_ne _ _).symm
          (Fin.succAbove_ne _ _).symm, (insertAt_spec _ _ _).1, (insertAt_spec _ _ _).1]
      · simp only [insertAt, Function.comp_apply, Fin.succAbove_right_injective.swap_apply,
          Fin.insertNth_apply_succAbove]
    change ψ (insertAt (Fin.last n) i (y ∘ Equiv.swap j k)) = -ψ (insertAt (Fin.last n) i y)
    rw [e]
    exact hψ _ _ _ (fun h => hjk (Fin.succAbove_right_injective h))
  refine (hφ _ hres y).trans (Finset.sum_congr rfl fun a _ => ?_)
  rw [overlap_attach]
  rfl
```

The first half, `hres`, shows that fixing the last variable preserves antisymmetry: an exchange among the n remaining variables is an exchange among the first n slots of ψ. Completeness and `overlap_attach` then give the coefficients.

These coefficients are uncoupled. The tabulated coefficients of fractional parentage for atomic terms also couple the parent and the last electron to definite L and S, and no angular momentum enters here.

```lean
/-- Sum rule: for fermionic `ψ` and a complete family of parents, the squared moduli of the
parentage coefficients add up to `⟨ψ, ψ⟩`. -/
theorem parentage_sum_rule {ψ : (Fin (n + 1) → ι) → ℂ} (hψ : IsFermionic ψ)
    {φ : α → (Fin n → ι) → ℂ} (hφ : CompleteParents φ) :
    ∑ i, ∑ a, (‖overlap ψ (attach (φ a) i)‖ : ℂ) ^ 2 = overlap ψ ψ := by
  rw [overlap, sum_insertAt (Fin.last n)]
  refine Finset.sum_congr rfl fun i _ => Eq.symm ?_
  calc ∑ y, conj (ψ (insertAt (Fin.last n) i y)) * ψ (insertAt (Fin.last n) i y)
      = ∑ y, conj (ψ (insertAt (Fin.last n) i y)) *
          ∑ a, conj (overlap ψ (attach (φ a) i)) * φ a y :=
        Finset.sum_congr rfl fun y _ => by rw [← parentage_expansion hψ hφ i y]
    _ = ∑ a, conj (overlap ψ (attach (φ a) i)) *
          ∑ y, conj (ψ (insertAt (Fin.last n) i y)) * φ a y := by
        simp only [Finset.mul_sum]
        rw [Finset.sum_comm]
        exact Finset.sum_congr rfl fun a _ => Finset.sum_congr rfl fun y _ => by ring
    _ = _ := Finset.sum_congr rfl fun a _ => by
        rw [← overlap_attach ψ (φ a) i, Complex.conj_mul']
```

The proof splits off the last variable, inserts the expansion for one factor ψ, and exchanges the sums over y and a. `Complex.conj_mul'` turns the product of a coefficient and its conjugate into a squared modulus.

```lean
/-- For two particles in two orbitals labelled 0 and 1, the difference of the labels is a
non-zero fermionic function, and the two orbitals are a complete family of parents. -/
theorem parentage_witness :
    IsFermionic (fun x : Fin 2 → Fin 2 => ((x 0 : ℕ) : ℂ) - ((x 1 : ℕ) : ℂ)) ∧
    (fun x : Fin 2 → Fin 2 => ((x 0 : ℕ) : ℂ) - ((x 1 : ℕ) : ℂ)) ![0, 1] ≠ 0 ∧
    CompleteParents (fun (a : Fin 2) (y : Fin 1 → Fin 2) => if y 0 = a then (1 : ℂ) else 0) := by
  refine ⟨?_, by simp, ?_⟩
  · intro x j k hjk
    have h : ∀ j k : Fin 2, j ≠ k → (j = 0 ∧ k = 1) ∨ (j = 1 ∧ k = 0) := by decide
    rcases h j k hjk with ⟨rfl, rfl⟩ | ⟨rfl, rfl⟩ <;> simp
  · intro χ _ y
    have h : ∀ a : Fin 2, overlap χ (fun y : Fin 1 → Fin 2 => if y 0 = a then (1 : ℂ) else 0)
        = conj (χ (fun _ => a)) := by
      intro a
      rw [overlap, Finset.sum_eq_single (fun _ => a)]
      · simp
      · intro b _ hb
        have hb0 : b 0 ≠ a := fun e => hb (funext fun t => by rw [Subsingleton.elim t 0, e])
        simp [hb0]
      · simp
    have hy : (fun _ => y 0) = y := funext fun t => by rw [Subsingleton.elim t 0]
    simp only [h, Complex.conj_conj, mul_ite, mul_one, mul_zero, Finset.sum_ite_eq,
      Finset.mem_univ, if_true, hy]

end

end FractionalParentage
```

This is the two-electron example without the factor 1/√2. It shows that a non-zero antisymmetric state and a complete family of parents exist together, so the expansion and the sum rule apply to an actual case.

```lean
#print axioms FractionalParentage.overlap_create
-- 'FractionalParentage.overlap_create' depends on axioms: [propext, Classical.choice, Quot.sound]
#print axioms FractionalParentage.parentage_sum_rule
-- 'FractionalParentage.parentage_sum_rule' depends on axioms: [propext, Classical.choice, Quot.sound]
```
